# For a summable profile on an infinite chain that falls off strictly from the centre, twice the even-site sum is less than the central value plus the full sum

Let a real quantity `f` be given on the sites of an infinite chain labelled by the integers, with a convergent total and with values that fall strictly as the distance from site zero grows. The declaration `two_mul_even_lt` states that twice the sum of `f` over the even sites is less than `f 0` plus the sum over all sites; neither symmetry about the centre nor normalisation is assumed. The attempt splits the even and odd sums into their two half-chains and compares each nonzero even site with its odd neighbour closer to zero. Adding these comparisons, and using that the full sum is the even part plus the odd part, gives the claim.

The failing Lean file:

```lean
import Mathlib

open Real

namespace TwoMulEvenLt

/-- An absolutely convergent sum over the integers is the sum over even plus the sum over odd
integers. -/
theorem tsum_even_add_odd {f : ℤ → ℝ} (hf : Summable f) :
    ∑' n : ℤ, f n = ∑' n : ℤ, f (2 * n) + ∑' n : ℤ, f (2 * n + 1) := by
  have i1 : Function.Injective (fun n : ℤ => 2 * n) := fun x y h => by
    dsimp only at h; omega
  have i2 : Function.Injective (fun n : ℤ => 2 * n + 1) := fun x y h => by
    dsimp only at h; omega
  have hcompl : IsCompl (Set.range (fun n : ℤ => 2 * n))
      (Set.range (fun n : ℤ => 2 * n + 1)) := by
    constructor
    · rw [Set.disjoint_left]
      rintro _ ⟨x, rfl⟩ ⟨y, hy⟩
      dsimp only at hy
      omega
    · refine codisjoint_iff.mpr (Set.eq_univ_of_forall fun n => ?_)
      rcases Int.even_or_odd' n with ⟨k, hk | hk⟩
      · exact Or.inl ⟨k, hk.symm⟩
      · exact Or.inr ⟨k, hk.symm⟩
  exact ((i1.hasSum_range_iff.2 (hf.comp_injective i1).hasSum).add_isCompl hcompl
    (i2.hasSum_range_iff.2 (hf.comp_injective i2).hasSum)).tsum_eq

/-- If a summable sequence on the integers decreases strictly with distance from zero, then twice
its sum over even integers is less than its central term plus its full sum. -/
theorem two_mul_even_lt {f : ℤ → ℝ} (hf : Summable f)
    (hdec : ∀ m n : ℤ, m ^ 2 < n ^ 2 → f n < f m) :
    2 * ∑' n : ℤ, f (2 * n) < f 0 + ∑' n : ℤ, f n := by
  have he : Summable (fun n : ℤ => f (2 * n)) :=
    hf.comp_injective (fun x y h => by dsimp only at h; omega)
  have ho : Summable (fun n : ℤ => f (2 * n + 1)) :=
    hf.comp_injective (fun x y h => by dsimp only at h; omega)
  have ip : Function.Injective (fun n : ℕ => (n : ℤ) + 1) := fun x y h => by
    dsimp only at h; omega
  have im : Function.Injective (fun n : ℕ => -((n : ℤ) + 1)) := fun x y h => by
    dsimp only at h; omega
  have ic : Function.Injective (fun n : ℕ => (n : ℤ)) := fun x y h => by
    dsimp only at h; omega
  have e1 : ∑' n : ℤ, f (2 * n)
      = ∑' n : ℕ, f (2 * (n : ℤ)) + ∑' n : ℕ, f (2 * (-((n : ℤ) + 1))) :=
    tsum_of_nat_of_neg_add_one (he.comp_injective ic) (he.comp_injective im)
  have e2 : ∑' n : ℕ, f (2 * (n : ℤ)) = f 0 + ∑' n : ℕ, f (2 * ((n : ℤ) + 1)) := by
    simpa [Function.comp_def] using (he.comp_injective ic).tsum_eq_zero_add
  have o1 : ∑' n : ℤ, f (2 * n + 1)
      = ∑' n : ℕ, f (2 * (n : ℤ) + 1) + ∑' n : ℕ, f (2 * (-((n : ℤ) + 1)) + 1) :=
    tsum_of_nat_of_neg_add_one (ho.comp_injective ic) (ho.comp_injective im)
  -- each nonzero even site is paired with its odd neighbour closer to zero
  have d1 : ∀ n : ℕ, f (2 * ((n : ℤ) + 1)) < f (2 * (n : ℤ) + 1) := fun n =>
    hdec _ _ (by nlinarith [Int.natCast_nonneg n])
  have d2 : ∀ n : ℕ, f (2 * (-((n : ℤ) + 1))) < f (2 * (-((n : ℤ) + 1)) + 1) := fun n =>
    hdec _ _ (by nlinarith [Int.natCast_nonneg n])
  have l1 : ∑' n : ℕ, f (2 * ((n : ℤ) + 1)) < ∑' n : ℕ, f (2 * (n : ℤ) + 1) :=
    Summable.tsum_lt_tsum (i := 0) (fun n => (d1 n).le) (d1 0)
      (he.comp_injective ip) (ho.comp_injective ic)
  have l2 : ∑' n : ℕ, f (2 * (-((n : ℤ) + 1))) < ∑' n : ℕ, f (2 * (-((n : ℤ) + 1)) + 1) :=
    Summable.tsum_lt_tsum (i := 0) (fun n => (d2 n).le) (d2 0)
      (he.comp_injective im) (ho.comp_injective im)
  linarith [tsum_even_add_odd hf]

end TwoMulEvenLt
```

The compiler's answer:

```
Main.lean:35:39: error: `dsimp` made no progress
Main.lean:37:39: error: `dsimp` made no progress
```

What went wrong. Both messages say that `dsimp only at h` found nothing to simplify, which Lean treats as an error. They come from the injectivity proofs written inside `hf.comp_injective` for `he` and `ho`.

There the index map is not written out; Lean infers it by matching the composite with the stated summand. When Lean fills in the inferred map, it also applies it to its arguments, so `h` already reads `2 * x = 2 * y`, or `2 * x + 1 = 2 * y + 1` in the second case. `dsimp only` has no work left and fails before `omega` is reached.

The repair proves injectivity first, as `i1` and `i2`, with the maps written explicitly. Now `h` equates two unapplied forms such as `(fun n => 2 * n) x`, which `dsimp only` can reduce, and `omega` finishes. `he` and `ho` then just pass `i1` and `i2` to `hf.comp_injective`. The mathematical argument is unchanged.

The repair, with which the file compiles:

```diff
@@ -32,8 +32,10 @@
     (hdec : ∀ m n : ℤ, m ^ 2 < n ^ 2 → f n < f m) :
     2 * ∑' n : ℤ, f (2 * n) < f 0 + ∑' n : ℤ, f n := by
-  have he : Summable (fun n : ℤ => f (2 * n)) :=
-    hf.comp_injective (fun x y h => by dsimp only at h; omega)
-  have ho : Summable (fun n : ℤ => f (2 * n + 1)) :=
-    hf.comp_injective (fun x y h => by dsimp only at h; omega)
+  have i1 : Function.Injective (fun n : ℤ => 2 * n) := fun x y h => by
+    dsimp only at h; omega
+  have i2 : Function.Injective (fun n : ℤ => 2 * n + 1) := fun x y h => by
+    dsimp only at h; omega
+  have he : Summable (fun n : ℤ => f (2 * n)) := hf.comp_injective i1
+  have ho : Summable (fun n : ℤ => f (2 * n + 1)) := hf.comp_injective i2
   have ip : Function.Injective (fun n : ℕ => (n : ℤ) + 1) := fun x y h => by
     dsimp only at h; omega
```
